# An eigenvalue bound for real combinations of unitaries, and the exact squares for anticommuting involutions

A qubit Hamiltonian is often given as a list of Pauli strings with real coefficients. Its matrix doubles in dimension with every added qubit, while the coefficients can be read off at once. What do they say about the energies without a diagonalisation? Each Pauli string is unitary, which already limits the eigenvalues. If the strings also anticommute pairwise, as the three components of a spin-1/2 do, the coefficients fix the square of every eigenvalue.

Let $E$ be a complex inner product space, $j$ an index from a finite set, $c_j$ real numbers and $U_j$ bounded operators on $E$. The Hamiltonian is $H=\sum_j c_jU_j$.

```lean
import Mathlib

open Finset

namespace UnitaryCombinationSpectrum

noncomputable section

variable {ι E : Type*} [Fintype ι] [NormedAddCommGroup E] [InnerProductSpace ℂ E]
```

In Lean, `E →L[ℂ] E` is the type of continuous linear maps, so unbounded Hamiltonians are excluded, but $E$ may have infinite dimension. The product `*` is composition and `1` is the identity operator.

```lean
/-- The Hamiltonian `H = ∑ c_j U_j` with real coefficients `c_j`. -/
def hamiltonian (c : ι → ℝ) (U : ι → E →L[ℂ] E) : E →L[ℂ] E :=
  ∑ j, (c j : ℂ) • U j
```

Parts (d) to (g) do not assume that the $U_j$ are unitary. They use another condition on the family: $U_j^2=1$ for every $j$, and $U_jU_k+U_kU_j=0$ for $j\neq k$. Hermiticity is not part of it.

```lean
/-- Each operator of the family squares to the identity, and any two different members
anticommute. -/
def AnticommutingInvolutions {κ : Type*} (U : κ → E →L[ℂ] E) : Prop :=
  (∀ j, U j * U j = 1) ∧ ∀ j k, j ≠ k → U j * U k + U k * U j = 0
```

## (a) The action of H on a state

**Task.** Show that for every $v\in E$
$$Hv=\sum_j c_j\,U_jv .$$

**Solution.** Sums and multiples of operators are defined by their action on vectors, so $\big(\sum_j c_jU_j\big)v=\sum_j c_j(U_jv)$. In Lean, `simp` unfolds the definition and applies this rule.

```lean
/-- The Hamiltonian acts on a state term by term. -/
theorem hamiltonian_apply (c : ι → ℝ) (U : ι → E →L[ℂ] E) (v : E) :
    hamiltonian c U v = ∑ j, (c j : ℂ) • U j v := by
  simp [hamiltonian, _root_.sum_apply]
```

## (b) Unitaries preserve the norm

**Task.** Let $E$ be complete and $U$ unitary. Show that
$$\|Uv\|=\|v\| .$$

**Solution.** Move one $U$ across the inner product:
$$\|Uv\|^2=\langle Uv,Uv\rangle=\langle v,U^\dagger Uv\rangle=\langle v,v\rangle=\|v\|^2 .$$
Both norms are non-negative, so they are equal.

The assumption `[CompleteSpace E]` makes $E$ a Hilbert space and supplies the adjoint. Membership in `unitary` means $U^\dagger U=1$ and $UU^\dagger=1$; the proof uses only the first, `hU.1`. The step `sq_eq_sq₀` passes from the norms to their squares.

```lean
/-- A unitary operator on a Hilbert space preserves the norm of every state. -/
theorem norm_unitary_apply [CompleteSpace E] {U : E →L[ℂ] E}
    (hU : U ∈ unitary (E →L[ℂ] E)) (v : E) : ‖U v‖ = ‖v‖ := by
  have h1 : star U * U = 1 := hU.1
  have h : ContinuousLinearMap.adjoint U (U v) = v :=
    congrArg (fun T : E →L[ℂ] E => T v) h1
  refine (sq_eq_sq₀ (norm_nonneg _) (norm_nonneg _)).mp ?_
  rw [← inner_self_eq_norm_sq (𝕜 := ℂ) (U v), ← inner_self_eq_norm_sq (𝕜 := ℂ) v,
    ← ContinuousLinearMap.adjoint_inner_right U v (U v), h]
```

## (c) A bound from the coefficients

**Task.** Let $E$ be complete, all $U_j$ unitary, and $Hv=\mu v$ with $v\neq0$. Show that
$$|\mu|\le\sum_j|c_j| .$$

**Solution.** By (a), the triangle inequality and (b),
$$|\mu|\,\|v\|=\Big\|\sum_jc_jU_jv\Big\|\le\sum_j|c_j|\,\|U_jv\|=\Big(\sum_j|c_j|\Big)\|v\| .$$
Divide by $\|v\|>0$.

The `calc` block is this chain, and `le_of_mul_le_mul_right` does the division. The eigenvalue `μ` is complex because $H$ need not be Hermitian. In infinite dimension the statement concerns eigenvalues only, not the continuous spectrum. For a qubit Hamiltonian given as a finite sum of Pauli strings, the bound provides an energy window that can be used to rescale the spectrum before phase estimation.

```lean
/-- Every eigenvalue of a real combination of unitaries on a Hilbert space has modulus at most
the sum of the moduli of the coefficients. -/
theorem norm_eigenvalue_le [CompleteSpace E] (c : ι → ℝ) {U : ι → E →L[ℂ] E}
    (hU : ∀ j, U j ∈ unitary (E →L[ℂ] E)) {μ : ℂ} {v : E} (hv : v ≠ 0)
    (h : hamiltonian c U v = μ • v) : ‖μ‖ ≤ ∑ j, |c j| := by
  refine le_of_mul_le_mul_right ?_ (norm_pos_iff.mpr hv)
  calc ‖μ‖ * ‖v‖ = ‖∑ j, (c j : ℂ) • U j v‖ := by
        rw [← norm_smul, ← h, hamiltonian_apply]
    _ ≤ ∑ j, ‖(c j : ℂ) • U j v‖ := norm_sum_le _ _
    _ = (∑ j, |c j|) * ‖v‖ := by
        rw [Finset.sum_mul]
        refine Finset.sum_congr rfl fun j _ => ?_
        rw [norm_smul, norm_unitary_apply (hU j), Complex.norm_real, Real.norm_eq_abs]
```

## (d) The anticommutator of H with one term

**Task.** From here on the $U_j$ are anticommuting involutions, and $E$ need not be complete. Show that
$$HU_k+U_kH=2c_k\,1 .$$

**Solution.** Expand $H$:
$$HU_k+U_kH=\sum_jc_j\,(U_jU_k+U_kU_j).$$
Every term with $j\neq k$ vanishes, and the term $j=k$ is $2c_kU_k^2=2c_k\,1$.

`Finset.sum_eq_single k` isolates that term. It leaves three goals: the value at $k$, the vanishing of the others, and the membership of $k$ in the index set.

```lean
/-- For anticommuting involutions, the anticommutator of `H` with `U_k` is the number `2 c_k`. -/
theorem anticommutator_eq {U : ι → E →L[ℂ] E} (hU : AnticommutingInvolutions U)
    (c : ι → ℝ) (k : ι) :
    hamiltonian c U * U k + U k * hamiltonian c U = (2 * (c k : ℂ)) • 1 := by
  unfold hamiltonian
  rw [Finset.sum_mul, Finset.mul_sum, ← Finset.sum_add_distrib, Finset.sum_eq_single k]
  · rw [smul_mul_assoc, mul_smul_comm, hU.1 k]
    module
  · intro j _ hj
    rw [smul_mul_assoc, mul_smul_comm, ← smul_add, hU.2 j k hj, smul_zero]
  · intro h
    exact absurd (mem_univ k) h
```

## (e) The square of H is a number

**Task.** Show that
$$H^2=\Big(\sum_jc_j^2\Big)1 .$$

**Solution.** Write $H^2$ twice, expanding first the right factor and then the left, and add:
$$2H^2=\sum_kc_k\,(HU_k+U_kH)=\sum_kc_k\cdot2c_k\,1=2\Big(\sum_kc_k^2\Big)1 .$$
Halve both sides.

The two expansions are `e1` and `e2`, their sum is `h2`, and the closing `linear_combination` halves it.

```lean
/-- For anticommuting involutions, `H²` is the number `∑ c_j²` times the identity. -/
theorem hamiltonian_sq {U : ι → E →L[ℂ] E} (hU : AnticommutingInvolutions U) (c : ι → ℝ) :
    hamiltonian c U * hamiltonian c U = ((∑ j, c j ^ 2 : ℝ) : ℂ) • 1 := by
  have e1 : hamiltonian c U * hamiltonian c U
      = ∑ k, (c k : ℂ) • (hamiltonian c U * U k) := by
    calc _ = hamiltonian c U * ∑ k, (c k : ℂ) • U k := rfl
      _ = _ := by simp only [Finset.mul_sum, mul_smul_comm]
  have e2 : hamiltonian c U * hamiltonian c U
      = ∑ k, (c k : ℂ) • (U k * hamiltonian c U) := by
    calc _ = (∑ k, (c k : ℂ) • U k) * hamiltonian c U := rfl
      _ = _ := by simp only [Finset.sum_mul, smul_mul_assoc]
  -- twice the square is the weighted sum of the anticommutators
  have h2 : (2 : ℂ) • (hamiltonian c U * hamiltonian c U)
      = (2 : ℂ) • (((∑ j, c j ^ 2 : ℝ) : ℂ) • (1 : E →L[ℂ] E)) := by
    calc _ = ∑ k, (c k : ℂ) • (hamiltonian c U * U k + U k * hamiltonian c U) := by
          simp only [smul_add, Finset.sum_add_distrib]
          rw [← e1, ← e2, two_smul]
      _ = _ := by
          simp only [anticommutator_eq hU, smul_smul]
          rw [← Finset.sum_smul]
          congr 1
          push_cast
          rw [Finset.mul_sum]
          exact Finset.sum_congr rfl fun k _ => by ring
  linear_combination (norm := module) (2⁻¹ : ℂ) • h2
```

## (f) The square of every eigenvalue

**Task.** Let $Hv=\mu v$ with $v\neq0$. Show that
$$\mu^2=\sum_jc_j^2 .$$

**Solution.** Applying $H$ twice gives $H^2v=\mu^2v$, while (e) gives $H^2v=\big(\sum_jc_j^2\big)v$. Hence $\big(\mu^2-\sum_jc_j^2\big)v=0$, and since $v\neq0$ the bracket is zero.

So $\mu$ is real, although $H$ was not assumed Hermitian. In the smallest non-empty case, a single term $H=c\,U$, this says $\mu=\pm c$, and for a unitary $U$ the bound in (c) is then attained.

In Lean, `hamiltonian_sq` is applied to `v` to give `h1`, and `smul_eq_zero` splits the product into its two factors.

```lean
/-- Every eigenvalue of a real combination of anticommuting involutions has square `∑ c_j²`. -/
theorem eigenvalue_sq {U : ι → E →L[ℂ] E} (hU : AnticommutingInvolutions U) (c : ι → ℝ)
    {μ : ℂ} {v : E} (hv : v ≠ 0) (h : hamiltonian c U v = μ • v) :
    μ ^ 2 = ((∑ j, c j ^ 2 : ℝ) : ℂ) := by
  have h1 : hamiltonian c U (hamiltonian c U v) = ((∑ j, c j ^ 2 : ℝ) : ℂ) • v :=
    congrArg (fun T : E →L[ℂ] E => T v) (hamiltonian_sq hU c)
  rw [h, map_smul, h, smul_smul, ← sq] at h1
  have h2 : (μ ^ 2 - ((∑ j, c j ^ 2 : ℝ) : ℂ)) • v = 0 := by
    rw [sub_smul, h1, sub_self]
  exact sub_eq_zero.mp ((smul_eq_zero.mp h2).resolve_right hv)
```

## (g) Both signs occur

**Task.** Let $E\neq0$, let the family contain two different members $U_k$ and $U_l$, and let $s$ be a real number, of either sign, with $s^2=\sum_jc_j^2$. Show that
$$Hv=s\,v\quad\text{for some } v\neq0 .$$

**Solution.** Suppose there is no such $v$. For any $w$ put $u=Hw+sw$. By (e),
$$Hu=s^2w+sHw=s\,u ,$$
so $u=0$, that is, $Hw=-sw$ for all $w$. If $s=0$, any nonzero $w$ would satisfy $Hw=0=sw$, against the assumption; hence $s\neq0$. Inserting $H=-s$ into (d) gives $-2sU_k=2c_k\,1$, so $U_k=-(c_k/s)\,1$ is a scalar and commutes with $U_l$. Since it also anticommutes with $U_l$, we get $U_kU_l=0$. Multiplying by $U_k$ from the left gives $U_l=0$, and then $1=U_l^2=0$, which is impossible on a nonzero space.

`hneg` is the statement $H=-s$, `hk` the statement that $U_k$ is a scalar, and `h1` to `h4` at the end carry the contradiction down to a nonzero vector `w`. `[Nontrivial E]` says $E\neq0$. A single involution would not be enough: for $H=U=1$ the value $-1$ is not an eigenvalue. The theorem gives no multiplicities.

```lean
/-- On a nonzero space, with at least two anticommuting involutions in the family, each real
`s` with `s² = ∑ c_j²`, of either sign, is an eigenvalue of `H`. -/
theorem both_signs_occur [Nontrivial E] {U : ι → E →L[ℂ] E}
    (hU : AnticommutingInvolutions U) (c : ι → ℝ) {k l : ι} (hkl : k ≠ l)
    {s : ℝ} (hs : s ^ 2 = ∑ j, c j ^ 2) :
    ∃ v : E, v ≠ 0 ∧ hamiltonian c U v = (s : ℂ) • v := by
  by_contra hno
  -- without such an eigenvector, H would be the scalar -s
  have hneg : ∀ w, hamiltonian c U w = -((s : ℂ) • w) := by
    intro w
    by_contra hw
    refine hno ⟨hamiltonian c U w + (s : ℂ) • w,
      fun h0 => hw (eq_neg_of_add_eq_zero_left h0), ?_⟩
    have h1 : hamiltonian c U (hamiltonian c U w) = ((∑ j, c j ^ 2 : ℝ) : ℂ) • w :=
      congrArg (fun T : E →L[ℂ] E => T w) (hamiltonian_sq hU c)
    rw [map_add, map_smul, h1, ← hs]
    push_cast
    module
  obtain ⟨w, hw⟩ := exists_ne (0 : E)
  have hs0 : (s : ℂ) ≠ 0 := fun h0 =>
    hno ⟨w, hw, by rw [hneg w, h0, zero_smul, neg_zero]⟩
  -- then U_k would be a scalar as well
  have hk : ∀ x, U k x = (-(c k : ℂ) / s) • x := by
    intro x
    have h1 : hamiltonian c U (U k x) + U k (hamiltonian c U x) = (2 * (c k : ℂ)) • x :=
      congrArg (fun T : E →L[ℂ] E => T x) (anticommutator_eq hU c k)
    rw [hneg (U k x), hneg x, map_neg, map_smul] at h1
    have h2 : (s : ℂ) • U k x = (-(c k : ℂ)) • x := by
      linear_combination (norm := module) (-(1 / 2) : ℂ) • h1
    rw [div_eq_inv_mul, mul_smul, ← h2, smul_smul, inv_mul_cancel₀ hs0, one_smul]
  -- a scalar involution cannot anticommute with U_l
  have h1 : U k (U l w) + U l (U k w) = 0 :=
    congrArg (fun T : E →L[ℂ] E => T w) (hU.2 k l hkl)
  rw [hk (U l w), hk w, map_smul] at h1
  have h2 : U k (U l w) = 0 := by
    rw [hk (U l w)]
    linear_combination (norm := module) (1 / 2 : ℂ) • h1
  have h3 : U k (U k (U l w)) = U l w :=
    congrArg (fun T : E →L[ℂ] E => T (U l w)) (hU.1 k)
  have h4 : U l (U l w) = w := congrArg (fun T : E →L[ℂ] E => T w) (hU.1 l)
  rw [h2, map_zero] at h3
  rw [← h3, map_zero] at h4
  exact hw h4.symm
```

## (h) The Pauli operators as an example

**Task.** Take the Pauli matrices $\sigma_0,\sigma_1,\sigma_2$, usually called $X,Y,Z$, numbered from zero as in Lean,

```lean
/-- The three Pauli matrices. -/
def pauli : Fin 3 → Matrix (Fin 2) (Fin 2) ℂ :=
  ![!![0, 1; 1, 0], !![0, -Complex.I; Complex.I, 0], !![1, 0; 0, -1]]
```

and let them act on the state space $\mathbb C^2$ of one qubit.

```lean
/-- The Pauli matrices as operators on the state space of one qubit. -/
def pauliOp (j : Fin 3) : EuclideanSpace ℂ (Fin 2) →L[ℂ] EuclideanSpace ℂ (Fin 2) :=
  Matrix.toEuclideanCLM (n := Fin 2) (𝕜 := ℂ) (pauli j)
```

Show that, for all $j$ and all $k\neq j$,
$$\sigma_j^\dagger=\sigma_j,\qquad \sigma_j^2=1,\qquad \sigma_j\sigma_k+\sigma_k\sigma_j=0 .$$

**Solution.** Each matrix equals its conjugate transpose, and squaring gives the identity; for $\sigma_1$ the diagonal entries are $(-i)\,i=i\,(-i)=1$. The mixed products are
$$\sigma_0\sigma_1=\begin{pmatrix}i&0\\0&-i\end{pmatrix},\quad
\sigma_0\sigma_2=\begin{pmatrix}0&-1\\1&0\end{pmatrix},\quad
\sigma_1\sigma_2=\begin{pmatrix}0&i\\i&0\end{pmatrix},$$
and in each case the reversed order gives the negative.

Lean checks the matrix identities entry by entry with `fin_cases` and `simp`. `Matrix.toEuclideanCLM` respects sums, products and adjoints, so `map_add`, `map_mul` and `map_star` carry them over to the operators.

```lean
/-- The three Pauli operators are Hermitian and form a family of anticommuting involutions. -/
theorem anticommutingInvolutions_witness :
    (∀ j, IsSelfAdjoint (pauliOp j)) ∧ AnticommutingInvolutions pauliOp := by
  have hs : ∀ j, star (pauli j) = pauli j := by
    intro j
    fin_cases j <;> ext a b <;> fin_cases a <;> fin_cases b <;>
      simp [pauli, Matrix.star_apply]
  have h1 : ∀ j, pauli j * pauli j = 1 := by
    intro j
    fin_cases j <;> ext a b <;> fin_cases a <;> fin_cases b <;>
      simp [pauli, Matrix.mul_apply, Fin.sum_univ_succ]
  have h2 : ∀ j k, j ≠ k → pauli j * pauli k + pauli k * pauli j = 0 := by
    intro j k hjk
    fin_cases j <;> fin_cases k <;> first
      | exact absurd rfl hjk
      | (ext a b
         fin_cases a <;> fin_cases b <;> simp [pauli])
  refine ⟨fun j => ?_, fun j => ?_, fun j k hjk => ?_⟩
  · unfold IsSelfAdjoint pauliOp
    rw [← map_star, hs]
  · unfold pauliOp
    rw [← map_mul, h1, map_one]
  · unfold pauliOp
    rw [← map_mul, ← map_mul, ← map_add, h2 j k hjk, map_zero]

end

end UnitaryCombinationSpectrum
```

```lean
#print axioms UnitaryCombinationSpectrum.norm_eigenvalue_le
-- 'UnitaryCombinationSpectrum.norm_eigenvalue_le' depends on axioms: [propext, Classical.choice, Quot.sound]
#print axioms UnitaryCombinationSpectrum.eigenvalue_sq
-- 'UnitaryCombinationSpectrum.eigenvalue_sq' depends on axioms: [propext, Classical.choice, Quot.sound]
#print axioms UnitaryCombinationSpectrum.both_signs_occur
-- 'UnitaryCombinationSpectrum.both_signs_occur' depends on axioms: [propext, Classical.choice, Quot.sound]
```

## A spin in a field with components 3 and 4

For an electron spin in a magnetic field, $c_j=\tfrac12 g\mu_{\mathrm B}B_j$ is an energy, with the field component $B_j$, the g-factor $g>0$ and the Bohr magneton $\mu_{\mathrm B}$. In units where $\tfrac12 g\mu_{\mathrm B}=1$, take $c_0=3$, $c_1=0$, $c_2=4$, so that
$$H=3\sigma_0+4\sigma_2=\begin{pmatrix}4&3\\3&-4\end{pmatrix}.$$
By (h), $\sigma_j^\dagger\sigma_j=\sigma_j\sigma_j^\dagger=\sigma_j^2=1$, so the Pauli operators are unitary and part (c) gives $|\mu|\le7$. Part (f) gives $\mu^2=9+16=25$, and by (g) both $5$ and $-5$ occur. The normalised eigenvectors are $(3,1)/\sqrt{10}$ for $5$ and $(1,-3)/\sqrt{10}$ for $-5$; for instance, $H(3,1)=(15,5)$.

With general coefficients $c_0$ and $c_2$ the two levels of this single spin lie $2\sqrt{c_0^2+c_2^2}$ apart. When $c_2$ is swept through zero at fixed $c_0\neq0$, they approach to $2|c_0|$ and separate again, which is the avoided crossing of a two-level system.
